# Odd charge plateaus close when the pairing cost reaches the charging energy

A charge state of a superconducting island can be compared with its neighbours alone, which tests only whether it is a local minimum of the energy, or with all its competitors, which tests whether it is the ground state. Here the comparison is with all of them: the charge $n$ runs over every integer, and $n$ is the unique ground state when its energy is strictly lower than that of every other integer charge. A tie therefore does not count.

The integer $n$ is the number of excess electrons, counted from a reference state with an even electron number, so that odd $n$ means one electron without a partner. The real number $x$ is the gate charge in units of the electron charge. The energy is

$$E(n) = C(n-x)^2 + \begin{cases} D & n \text{ odd},\\ 0 & n \text{ even}.\end{cases}$$

The constant $C>0$ is an energy, not a capacitance: it is the charging energy of one electron, $e^2/(2C_\Sigma)$, where $e$ is the elementary charge and $C_\Sigma$ the total capacitance of the island. The constant $D\ge 0$ is the cost of the unpaired electron, which must occupy a quasiparticle state; in the simplest case it is the superconducting gap. Both are taken as given and independent of $n$ and $x$.

The claim is that an odd $n$ is the unique ground state exactly when

$$|x-n| < \tfrac12\left(1-\frac{D}{C}\right).$$

These gate charges form a plateau of length $\max(0,\,1-D/C)$, which is non-empty exactly when $D<C$.

## The plateau edges from energy differences

Write $\delta = x-n$ for the signed offset of the gate charge from $n$, and $k=m-n$ for the step to another integer charge $m\neq n$. The change in charging energy is

$$C(m-x)^2 - C(n-x)^2 = C(k^2-2k\delta) \ge C\left(|k|^2-2|k||\delta|\right).$$

Suppose $|\delta|\le 1$. Then

$$|k|^2-2|k||\delta| - (1-2|\delta|) = (|k|-1)(|k|+1-2|\delta|) \ge 0,$$

because $|k|\ge1$ makes the first factor non-negative and $|k|+1\ge 2\ge 2|\delta|$ does the same for the second. Every change of charge thus costs at least $C(1-2|\delta|)$ in charging energy.

**Odd $n$.** The neighbours $n\pm1$ are even, and

$$E(n\pm1)-E(n) = C(1\mp2\delta)-D.$$

Both differences are positive exactly when $D<C(1-2|\delta|)$, which is the stated criterion, so the criterion is necessary. Conversely, if it holds, then $|\delta|<\tfrac12$ because $D\ge0$, and any change of charge costs more than $D$ in charging energy. An even competitor saves only $D$, and an odd one saves nothing, so both lie higher.

**Even $n$.** The neighbours are now odd, and $C(1\mp2\delta)+D>0$ gives $|\delta|<\tfrac12(1+D/C)$. The next even charges impose a second limit: $E(n\pm2)-E(n)=4C(1\mp\delta)$ is positive for both signs only if $|\delta|<1$. Together the two limits are also sufficient. Odd competitors are excluded by the general bound on the charging cost. For even ones $|k|\ge2$, so $|k|(|k|-2|\delta|)>0$.

**Closing of the odd plateau.** The odd criterion describes an open interval centred on $n$ with length $1-D/C$, and no points at all if $D\ge C$. At $D=C$ and $x=n$, an odd $n$ still ties with both neighbours. For $D>C$ even the tie is gone: a step of one charge towards $x$ changes the energy by $C(1-2|\delta|)-D\le C-D<0$.

In Coulomb-blockade transport between normal-metal leads, plateau edges are where conductance peaks are expected at low temperature and weak tunnelling; in this classical model without tunnelling or thermal excitation, their spacings for $D<C$ alternate between $1-D/C$ and $1+D/C$.

## Energy and unique ground state in Lean

```lean
import Mathlib

open MeasureTheory

namespace SuperconductingIslandParity

noncomputable section

/-- Energy of an island with integer charge `n` at gate charge `x`: the charging energy
`C (n - x)²`, plus the pairing cost `D` when `n` is odd. -/
def islandEnergy (C D x : ℝ) (n : ℤ) : ℝ :=
  C * ((n : ℝ) - x) ^ 2 + if Odd n then D else 0
```

`islandEnergy C D x n` is $E(n)$. The charge has type `ℤ` and is converted to a real number inside the square, while the `if` adds the parity cost. There is no Hamiltonian or Hilbert space: the model is a real function on the integers, without coherent charge transfer or a spectrum of quasiparticle levels.

```lean
/-- Charge `n` is the unique ground state: every other integer charge has strictly
higher energy. -/
def IsUniqueGround (C D x : ℝ) (n : ℤ) : Prop :=
  ∀ m : ℤ, m ≠ n → islandEnergy C D x n < islandEnergy C D x m
```

The quantifier over all `m ≠ n` expresses the comparison with every competitor, and the strict inequality excludes ties.

```lean
/-- An odd charge state has its charging energy plus the pairing cost. -/
theorem energy_odd {C D x : ℝ} {n : ℤ} (hn : Odd n) :
    islandEnergy C D x n = C * ((n : ℝ) - x) ^ 2 + D := by
  unfold islandEnergy
  rw [if_pos hn]

/-- An even charge state has its charging energy only. -/
theorem energy_even {C D x : ℝ} {n : ℤ} (hn : Even n) :
    islandEnergy C D x n = C * ((n : ℝ) - x) ^ 2 := by
  unfold islandEnergy
  rw [if_neg (Int.not_odd_iff_even.mpr hn), add_zero]
```

These two lemmas resolve the `if` once the parity is known. Later proofs use them to turn each energy comparison into an inequality between polynomials.

## The least cost of changing the charge

```lean
/-- For `C > 0` and a gate charge within one unit of `n`, going from `n` to any other integer
charge costs at least `C (1 - 2|x - n|)` in charging energy. -/
theorem charging_gap {C x : ℝ} {n m : ℤ} (hC : 0 < C) (hx : |x - n| ≤ 1) (hmn : m ≠ n) :
    C * (1 - 2 * |x - n|) ≤ C * ((m : ℝ) - x) ^ 2 - C * ((n : ℝ) - x) ^ 2 := by
  have hk : (1 : ℝ) ≤ |(m : ℝ) - n| := by
    have h : (1 : ℤ) ≤ |m - n| := Int.one_le_abs (sub_ne_zero.mpr hmn)
    exact_mod_cast h
  have h1 : ((m : ℝ) - n) * (x - n) ≤ |(m : ℝ) - n| * |x - n| := by
    rw [← abs_mul]
    exact le_abs_self _
  have h2 : |(m : ℝ) - n| ^ 2 = ((m : ℝ) - n) ^ 2 := sq_abs _
  -- the lower bound `k² - 2k|x - n|`, with `k = |m - n| ≥ 1`, is smallest at `k = 1`
  have h3 : 0 ≤ (|(m : ℝ) - n| - 1) * (|(m : ℝ) - n| + 1 - 2 * |x - n|) :=
    mul_nonneg (by linarith) (by linarith)
  have h4 : 1 - 2 * |x - n| ≤ ((m : ℝ) - x) ^ 2 - ((n : ℝ) - x) ^ 2 := by
    nlinarith [h1, h2, h3]
  have h5 := mul_le_mul_of_nonneg_left h4 hC.le
  linarith
```

The lemma concerns charging energy alone, so neither $D$ nor parity appears. The step `hk` is $|k|\ge1$, proved for integers and then transferred to the reals. Next, `h1` is $k\delta\le|k||\delta|$, and `h3` is the non-negative product from the hand derivation. The tactic `nlinarith` combines them into `h4`, the bound without its prefactor, and `h5` multiplies by $C$.

## The criterion for odd charges

```lean
/-- For `C > 0` and `D ≥ 0`, an odd charge `n` is the unique ground state if and only if
the gate charge satisfies `|x - n| < (1 - D/C)/2`. -/
theorem odd_unique_ground_iff {C D x : ℝ} {n : ℤ} (hC : 0 < C) (hD : 0 ≤ D) (hn : Odd n) :
    IsUniqueGround C D x n ↔ |x - n| < (1 - D / C) / 2 := by
  constructor
  · intro h
    -- compare with the two even neighbours
    have hp := h (n + 1) (by omega)
    have hm := h (n - 1) (by omega)
    rw [energy_odd hn, energy_even (hn.add_odd odd_one)] at hp
    rw [energy_odd hn, energy_even (hn.sub_odd odd_one)] at hm
    push_cast at hp hm
    have key : D < (1 - 2 * |x - n|) * C := by
      rcases abs_cases (x - (n : ℝ)) with ⟨e, _⟩ | ⟨e, _⟩ <;> rw [e] <;> nlinarith
    have h' := (div_lt_iff₀ hC).mpr key
    linarith
  · intro h m hmn
    have hr : 0 ≤ D / C := div_nonneg hD hC.le
    have h' : D / C < 1 - 2 * |x - n| := by linarith
    have key := (div_lt_iff₀ hC).mp h'
    have gap := charging_gap hC (by linarith : |x - n| ≤ 1) hmn
    rcases Int.even_or_odd m with hm | hm
    · rw [energy_odd hn, energy_even hm]
      linarith
    · rw [energy_odd hn, energy_odd hm]
      linarith
```

The two directions are necessity and sufficiency. For necessity, the hypothesis is applied to `n + 1` and `n - 1`, whose parity is supplied by `hn.add_odd odd_one` and `hn.sub_odd odd_one`. The lemma `abs_cases` provides a case split according to the sign of $x-n$, and in each case the relevant neighbour gives `key`, which is $D<(1-2|x-n|)C$. Division by the positive $C$ yields the criterion.

For sufficiency, the same inequality is read backwards and combined with `charging_gap`. The competitor `m` is then either even or odd, and `linarith` closes both cases. The assumption `hD` enters twice: it keeps $|x-n|$ within the range of `charging_gap`, and it makes the charging cost positive against odd competitors.

## The criterion for even charges

```lean
/-- For `C > 0`, an even charge `n` is the unique ground state if and only if `|x - n|` is
less than both `1` and `(1 + D/C)/2`. -/
theorem even_unique_ground_iff {C D x : ℝ} {n : ℤ} (hC : 0 < C) (hn : Even n) :
    IsUniqueGround C D x n ↔ |x - n| < min 1 ((1 + D / C) / 2) := by
  rw [lt_min_iff]
  constructor
  · intro h
    have hp := h (n + 1) (by omega)
    have hm := h (n - 1) (by omega)
    have hp2 := h (n + 2) (by omega)
    have hm2 := h (n - 2) (by omega)
    rw [energy_even hn, energy_odd (hn.add_odd odd_one)] at hp
    rw [energy_even hn, energy_odd (hn.sub_odd odd_one)] at hm
    rw [energy_even hn, energy_even (hn.add even_two)] at hp2
    rw [energy_even hn, energy_even (hn.sub even_two)] at hm2
    push_cast at hp hm hp2 hm2
    constructor
    · -- the next even charges limit the plateau to one unit on each side
      have key : 0 < C * (1 - |x - n|) := by
        rcases abs_cases (x - (n : ℝ)) with ⟨e, _⟩ | ⟨e, _⟩ <;> rw [e] <;> nlinarith
      by_contra hc
      have hc' : 1 ≤ |x - n| := not_lt.mp hc
      nlinarith [mul_nonneg hC.le (sub_nonneg.mpr hc')]
    · have key : (2 * |x - n| - 1) * C < D := by
        rcases abs_cases (x - (n : ℝ)) with ⟨e, _⟩ | ⟨e, _⟩ <;> rw [e] <;> nlinarith
      have h' := (lt_div_iff₀ hC).mpr key
      linarith
  · rintro ⟨h1, h2⟩ m hmn
    rcases Int.even_or_odd m with hm | hm
    · rw [energy_even hn, energy_even hm]
      have hk : (2 : ℝ) ≤ |(m : ℝ) - n| := by
        have h : (2 : ℤ) ≤ |m - n| := by
          obtain ⟨a, ha⟩ := hm
          obtain ⟨b, hb⟩ := hn
          exact le_abs.mpr (by omega)
        exact_mod_cast h
      have h3 : ((m : ℝ) - n) * (x - n) ≤ |(m : ℝ) - n| * |x - n| := by
        rw [← abs_mul]
        exact le_abs_self _
      have h4 : |(m : ℝ) - n| ^ 2 = ((m : ℝ) - n) ^ 2 := sq_abs _
      have h5 : 0 < |(m : ℝ) - n| * (|(m : ℝ) - n| - 2 * |x - n|) :=
        mul_pos (by linarith) (by linarith)
      have h6 : ((n : ℝ) - x) ^ 2 < ((m : ℝ) - x) ^ 2 := by nlinarith [h3, h4, h5]
      exact mul_lt_mul_of_pos_left h6 hC
    · rw [energy_even hn, energy_odd hm]
      have h' : 2 * |x - n| - 1 < D / C := by linarith
      have key := (lt_div_iff₀ hC).mp h'
      have gap := charging_gap hC h1.le hmn
      linarith
```

This theorem has no sign condition on $D$. The minimum is split into its two inequalities, and four competitors are used for necessity: `n ± 2` give $|x-n|<1$, and `n ± 1` give the limit containing $D$.

In the converse, an odd `m` is handled by `charging_gap`. That bound does not suffice for an even `m`, since $1-2|x-n|$ is negative once $|x-n|>\tfrac12$. The proof therefore shows that distinct even integers differ by at least 2 (`hk`) and uses the positive product `h5`, which is $|k|(|k|-2|\delta|)>0$.

## Length and disappearance of the odd plateau

```lean
/-- For `C > 0` and `D ≥ 0`, the gate charges at which an odd `n` is the unique ground state
form a set of length `1 - D/C`, or zero if this number is negative. -/
theorem odd_plateau_length {C D : ℝ} {n : ℤ} (hC : 0 < C) (hD : 0 ≤ D) (hn : Odd n) :
    volume {x : ℝ | IsUniqueGround C D x n} = ENNReal.ofReal (1 - D / C) := by
  have hset : {x : ℝ | IsUniqueGround C D x n} =
      Set.Ioo ((n : ℝ) - (1 - D / C) / 2) ((n : ℝ) + (1 - D / C) / 2) := by
    ext x
    simp only [Set.mem_ofPred_eq, Set.mem_Ioo]
    rw [odd_unique_ground_iff hC hD hn, abs_lt]
    constructor <;> rintro ⟨h1, h2⟩ <;> constructor <;> linarith
  rw [hset, Real.volume_Ioo]
  congr 1
  ring
```

The length is `volume`, the Lebesgue measure of the set of gate charges. It takes values in the extended non-negative reals, and `ENNReal.ofReal` sends negative numbers to zero, which reproduces $\max(0,\,1-D/C)$. The proof rewrites the set as the open interval `Set.Ioo` between the two plateau edges and subtracts the endpoints.

```lean
/-- For `C > 0` and `D ≥ 0`, an odd charge is the unique ground state at some gate charge
if and only if `D < C`. -/
theorem odd_plateau_exists_iff {C D : ℝ} {n : ℤ} (hC : 0 < C) (hD : 0 ≤ D) (hn : Odd n) :
    (∃ x : ℝ, IsUniqueGround C D x n) ↔ D < C := by
  constructor
  · rintro ⟨x, hx⟩
    have h := (odd_unique_ground_iff hC hD hn).mp hx
    have h0 := abs_nonneg (x - (n : ℝ))
    exact (div_lt_one hC).mp (by linarith)
  · intro h
    refine ⟨n, (odd_unique_ground_iff hC hD hn).mpr ?_⟩
    have h1 := (div_lt_one hC).mpr h
    rw [sub_self, abs_zero]
    linarith
```

If some `x` works, then $0\le|x-n|<(1-D/C)/2$ forces $D<C$. In the other direction the centre of the plateau, $x=n$, serves as the example.

```lean
/-- If `D > C > 0`, then at every gate charge each odd charge state has an even charge state
strictly below it in energy. -/
theorem even_below_odd {C D : ℝ} {n : ℤ} (hC : 0 < C) (hCD : C < D) (hn : Odd n) (x : ℝ) :
    ∃ m : ℤ, Even m ∧ islandEnergy C D x m < islandEnergy C D x n := by
  -- step towards the gate charge
  rcases le_total (n : ℝ) x with h | h
  · refine ⟨n + 1, hn.add_odd odd_one, ?_⟩
    rw [energy_odd hn, energy_even (hn.add_odd odd_one)]
    push_cast
    nlinarith [mul_nonneg hC.le (sub_nonneg.mpr h)]
  · refine ⟨n - 1, hn.sub_odd odd_one, ?_⟩
    rw [energy_odd hn, energy_even (hn.sub_odd odd_one)]
    push_cast
    nlinarith [mul_nonneg hC.le (sub_nonneg.mpr h)]

end

end SuperconductingIslandParity
```

This last theorem is stronger than the absence of a unique odd ground state: for $D>C$, an odd charge is not even a degenerate ground state at any gate charge. The proof distinguishes $n\le x$ from $x\le n$ and takes the even neighbour on the side of the gate charge, as in the derivation by hand.

```lean
#print axioms SuperconductingIslandParity.energy_odd
-- 'SuperconductingIslandParity.energy_odd' depends on axioms: [propext, Classical.choice, Quot.sound]
#print axioms SuperconductingIslandParity.odd_plateau_length
-- 'SuperconductingIslandParity.odd_plateau_length' depends on axioms: [propext, Classical.choice, Quot.sound]
#print axioms SuperconductingIslandParity.odd_plateau_exists_iff
-- 'SuperconductingIslandParity.odd_plateau_exists_iff' depends on axioms: [propext, Classical.choice, Quot.sound]
#print axioms SuperconductingIslandParity.even_below_odd
-- 'SuperconductingIslandParity.even_below_odd' depends on axioms: [propext, Classical.choice, Quot.sound]
```
